# Transverse displacement under a constant force as an integral over the crystal momentum swept

The theorem `displacement_eq` concerns a coordinate y that obeys, in units with ħ = 1, y′ = ∂E/∂ky + F·W, while kx = k0 + F t changes linearly in time and ky stays fixed. It states that y(T) − y(0) equals 1/F times the integral of the group velocity ∂E/∂ky over kx from k0 to k0 + F T, plus the integral of W over the same range. The band energy E is assumed continuously differentiable in the two momenta, F is a nonzero constant, and W is any continuous real function of the momenta, with no relation to E required. The proof integrates the equation of motion over time, changes variable from t to kx, and then splits the integral of the sum in two and cancels F against 1/F.

An attempt in Lean 4 with a fault in it:

```lean
import Mathlib

open Real MeasureTheory

namespace DisplacementEq

noncomputable section

/-- The transverse group velocity: the derivative of the band energy `E` with respect to `ky`. -/
def groupVelocity (E : ℝ → ℝ → ℝ) (kx ky : ℝ) : ℝ := deriv (fun q => E kx q) ky

/-- The transverse equation of motion `y' = ∂E/∂ky + F W` along `kx = k0 + F t` at fixed `ky`. -/
def IsDrift (E W : ℝ → ℝ → ℝ) (F k0 ky : ℝ) (y : ℝ → ℝ) : Prop :=
  ∀ t, HasDerivAt y (groupVelocity E (k0 + F * t) ky + F * W (k0 + F * t) ky) t

variable {E W : ℝ → ℝ → ℝ} {F k0 ky : ℝ}

/-- For a continuously differentiable band, the energy at fixed `kx` has the
group velocity as its derivative in `ky`. -/
theorem hasDerivAt_energy (hE : ContDiff ℝ 1 (Function.uncurry E)) (k q : ℝ) :
    HasDerivAt (fun s => E k s) (groupVelocity E k q) q := by
  have h1 : HasDerivAt (fun s : ℝ => (k, s)) ((0 : ℝ), (1 : ℝ)) q :=
    (hasDerivAt_const q k).prodMk (hasDerivAt_id q)
  have h2 : HasFDerivAt (Function.uncurry E) (fderiv ℝ (Function.uncurry E) (k, q))
      ((fun s : ℝ => (k, s)) q) := (hE.differentiable (by simp) (k, q)).hasFDerivAt
  have h3 : HasDerivAt (fun s => E k s)
      (fderiv ℝ (Function.uncurry E) (k, q) (0, 1)) q := h2.comp_hasDerivAt q h1
  exact h3.differentiableAt.hasDerivAt

/-- The group velocity of a continuously differentiable band is continuous in both momenta. -/
theorem continuous_groupVelocity (hE : ContDiff ℝ 1 (Function.uncurry E)) :
    Continuous (Function.uncurry (groupVelocity E)) := by
  have h : Function.uncurry (groupVelocity E) =
      fun p => fderiv ℝ (Function.uncurry E) p (0, 1) := by
    funext ⟨k, q⟩
    have h1 : HasDerivAt (fun s : ℝ => (k, s)) ((0 : ℝ), (1 : ℝ)) q :=
      (hasDerivAt_const q k).prodMk (hasDerivAt_id q)
    have h2 : HasFDerivAt (Function.uncurry E) (fderiv ℝ (Function.uncurry E) (k, q))
        ((fun s : ℝ => (k, s)) q) := (hE.differentiable (by simp) (k, q)).hasFDerivAt
    exact (hasDerivAt_energy hE k q).unique (h2.comp_hasDerivAt q h1)
  rw [h]
  exact (hE.continuous_fderiv (by simp)).clm_apply continuous_const

/-- For a continuously differentiable band, continuous `W` and nonzero force, the displacement
is `1/F` times the integral of the group velocity over the `kx` swept, plus that of `W`. -/
theorem displacement_eq (hE : ContDiff ℝ 1 (Function.uncurry E))
    (hW : Continuous (Function.uncurry W)) (hF : F ≠ 0) {y : ℝ → ℝ}
    (hy : IsDrift E W F k0 ky y) (T : ℝ) :
    y T - y 0 = F⁻¹ * (∫ k in k0..(k0 + F * T), groupVelocity E k ky)
      + ∫ k in k0..(k0 + F * T), W k ky := by
  have hl : Continuous fun k : ℝ => (k, ky) := by fun_prop
  have hv : Continuous fun k => groupVelocity E k ky := (continuous_groupVelocity hE).comp hl
  have hw : Continuous fun k => W k ky := hW.comp hl
  have hs : Continuous fun k => groupVelocity E k ky + F * W k ky :=
    hv.add (continuous_const.mul hw)
  have ht : Continuous fun t : ℝ => k0 + F * t := by fun_prop
  -- integrate the equation of motion, then trade time for crystal momentum
  have h1 := intervalIntegral.integral_eq_sub_of_hasDerivAt (a := 0) (b := T)
    (fun t _ => hy t) ((hs.comp ht).intervalIntegrable _ _)
  have h2 := intervalIntegral.integral_comp_add_mul (a := 0) (b := T)
    (fun k => groupVelocity E k ky + F * W k ky) hF k0
  refine h1.symm.trans (h2.trans ?_)
  rw [mul_zero, add_zero, intervalIntegral.integral_add (hv.intervalIntegrable _ _)
    ((continuous_const.mul hw).intervalIntegrable _ _), intervalIntegral.integral_const_mul,
    smul_eq_mul, mul_add, inv_mul_cancel_left₀ hF]

end

end DisplacementEq
```

Lean reports:

```
Main.lean:63:26: error: Tactic `rewrite` failed: Did not find an occurrence of the pattern
  ∫ (x : ℝ) in ?m.298..?m.299, groupVelocity E x ky + ((fun x => ?m.284) * fun k => W k ky) x ∂?m.295
in the target expression
  F⁻¹ • ∫ (x : ℝ) in k0..k0 + F * T, groupVelocity E x ky + F * W x ky =
    (F⁻¹ * ∫ (k : ℝ) in k0..k0 + F * T, groupVelocity E k ky) + ∫ (k : ℝ) in k0..k0 + F * T, W k ky

E W : ℝ → ℝ → ℝ
F k0 ky : ℝ
hE : ContDiff ℝ 1 (Function.uncurry E)
hW : Continuous (Function.uncurry W)
hF : F ≠ 0
y : ℝ → ℝ
hy : IsDrift E W F k0 ky y
T : ℝ
hl : Continuous fun k => (k, ky)
hv : Continuous fun k => groupVelocity E k ky
hw : Continuous fun k => W k ky
hs : Continuous fun k => groupVelocity E k ky + F * W k ky
ht : Continuous fun t => k0 + F * t
h1 : ∫ (y : ℝ) in 0..T, groupVelocity E (k0 + F * y) ky + F * W (k0 + F * y) ky = y T - y 0
h2 :
  ∫ (x : ℝ) in 0..T, groupVelocity E (k0 + F * x) ky + F * W (k0 + F * x) ky =
    F⁻¹ • ∫ (x : ℝ) in k0 + F * 0..k0 + F * T, groupVelocity E x ky + F * W x ky
⊢ F⁻¹ • ∫ (x : ℝ) in k0..k0 + F * T, groupVelocity E x ky + F * W x ky =
    (F⁻¹ * ∫ (k : ℝ) in k0..k0 + F * T, groupVelocity E k ky) + ∫ (k : ℝ) in k0..k0 + F * T, W k ky
```

The error says that the rewrite with `intervalIntegral.integral_add` found no integral of the form it was looking for. That form is fixed by the integrability proofs passed to the lemma. The second was built from `continuous_const.mul hw` with no stated type, so Lean read its function as a product of two functions, `(fun x => ?m.284) * fun k => W k ky`, with the constant still unknown. The pattern therefore contains this product applied to `x`, whereas the goal contains `F * W x ky`. The two agree once the product of functions is unfolded and the constant is taken to be `F`, but the search made by `rw` did not match them.

The repair first proves `hFw`, whose stated type names the function as `fun k => F * W k ky`. The same term `continuous_const.mul hw` is accepted there, because Lean can check it against a given type by unfolding. With `hFw` supplying the integrability proof, the pattern has the summand `F * W x ky`, as in the goal, and the rewrite succeeds.

Lean accepts the file once it reads:

```diff
@@ -54,4 +54,5 @@
   have hs : Continuous fun k => groupVelocity E k ky + F * W k ky :=
     hv.add (continuous_const.mul hw)
+  have hFw : Continuous fun k => F * W k ky := continuous_const.mul hw
   have ht : Continuous fun t : ℝ => k0 + F * t := by fun_prop
   -- integrate the equation of motion, then trade time for crystal momentum
@@ -62,5 +63,5 @@
   refine h1.symm.trans (h2.trans ?_)
   rw [mul_zero, add_zero, intervalIntegral.integral_add (hv.intervalIntegrable _ _)
-    ((continuous_const.mul hw).intervalIntegrable _ _), intervalIntegral.integral_const_mul,
+    (hFw.intervalIntegrable _ _), intervalIntegral.integral_const_mul,
     smul_eq_mul, mul_add, inv_mul_cancel_left₀ hF]
 
```
